# In the isotropic London model, parallel vortices repel exactly when their fluxes have the same sign

A dynamical simulation that treats straight vortices in a superconductor as interacting particles can use a pair force, which is minus the derivative of the interaction energy with respect to the separation. For infinitely long, parallel vortices in an isotropic bulk superconductor, the London model makes this energy, taken per unit length, proportional to

$$K(x)=\int_0^\infty e^{-x\cosh t}\,dt,\qquad x>0,$$

where $x$ is the separation in units of the penetration depth. For given fluxes the sign of the force therefore follows from $K'(x)<0$. As a field profile, $K$ must also satisfy the equation $K''+K'/x-K=0$ away from the axis. Both properties are derived below from the integral itself.

In Lean 4 with Mathlib:

```lean
import Mathlib

open MeasureTheory Set Filter
open scoped Topology Real

namespace LondonVortex

noncomputable section
```

## The profile, the field and the energy

The function $K$ is the modified Bessel function usually written $K_0$. Here it is defined by its integral, and `Ioi 0` is the half-line $t>0$.

```lean
/-- The dimensionless London profile, the integral of `exp (-x cosh t)` over `t > 0`,
for distances `x > 0` in units of the penetration depth. -/
def londonK (x : ℝ) : ℝ := ∫ t in Ioi (0 : ℝ), Real.exp (-x * Real.cosh t)
```

Each derivative in $x$ brings down a factor $-\cosh t$, so it is convenient to name the weighted integrals

$$M_n(x)=\int_0^\infty \cosh^n t\;e^{-x\cosh t}\,dt,\qquad n=0,1,2,\dots$$

```lean
/-- The integral of `(cosh t) ^ n * exp (-x cosh t)` over `t > 0`, for `x > 0`. -/
def moment (n : ℕ) (x : ℝ) : ℝ :=
  ∫ t in Ioi (0 : ℝ), Real.cosh t ^ n * Real.exp (-x * Real.cosh t)
```

A straight vortex with flux $\Phi$, in a material of penetration depth $\ell$, is given the axial field

$$B(r)=\frac{\Phi}{2\pi\ell^2}\,K(r/\ell)$$

at distance $r$ from its axis. The flux is a signed real number, counted along a common axis, and all quantities are real numbers in consistent units.

```lean
/-- Axial magnetic field at distance `r > 0` from a straight vortex with flux `Φ` in a
superconductor of penetration depth `ℓ > 0`. -/
def vortexField (ℓ Φ r : ℝ) : ℝ := Φ / (2 * π * ℓ ^ 2) * londonK (r / ℓ)
```

For two parallel vortices with fluxes $\Phi_1,\Phi_2$ at separation $r$, the interaction energy per unit length is $U(r)=\Phi_1B_2(r)/\mu_0$, where $B_2$ is the field of the second vortex and $\mu_0$ is the vacuum permeability. This expression is the London energy of the pair with the self-energies removed. It enters as a definition and is not derived from a free-energy functional.

```lean
/-- Interaction energy per unit length of two parallel vortices at separation `r > 0`: the flux
of one times the field of the other, divided by `μ₀ > 0`, with penetration depth `ℓ > 0`. -/
def interactionEnergy (μ₀ ℓ Φ₁ Φ₂ r : ℝ) : ℝ := Φ₁ * vortexField ℓ Φ₂ r / μ₀
```

Since $\cosh^0 t=1$, the profile is the zeroth moment, $K=M_0$.

```lean
lemma londonK_eq : londonK = moment 0 := by
  funext x
  simp [londonK, moment]
```

## The moments converge and are positive

From $e^t\ge 1+t$ and $e^{-t}>0$ one gets $\cosh t\ge t/2$. For $u\ge0$ the exponential series gives $u^n/n!\le e^u$. With $u=\tfrac x2\cosh t$ this becomes

$$\cosh^n t\le \frac{n!}{(x/2)^n}\,e^{\frac x2\cosh t}.$$

Half of the decaying exponential thus pays for the power, and the other half remains:

$$\cosh^n t\;e^{-x\cosh t}\le \frac{n!}{(x/2)^n}\,e^{-\frac x2\cosh t}\le \frac{n!}{(x/2)^n}\,e^{-xt/4}.$$

In the code, `hc` is the bound on $\cosh t$, `h1` the bound on the power, and the `calc` block the final chain.

```lean
/-- For `x > 0` the weighted integrand decays at least exponentially in `t ≥ 0`. -/
theorem integrand_bound (n : ℕ) {x : ℝ} (hx : 0 < x) :
    ∃ C : ℝ, ∀ t : ℝ, 0 ≤ t →
      Real.cosh t ^ n * Real.exp (-x * Real.cosh t) ≤ C * Real.exp (-(x / 4) * t) := by
  refine ⟨n.factorial / (x / 2) ^ n, fun t _ => ?_⟩
  have hc : t / 2 ≤ Real.cosh t := by
    rw [Real.cosh_eq]
    linarith [Real.add_one_le_exp t, Real.exp_pos (-t)]
  -- a power is dominated by half of the exponential
  have hp := Real.pow_div_factorial_le_exp (x / 2 * Real.cosh t)
    (mul_pos (half_pos hx) (Real.cosh_pos t)).le n
  have h1 : Real.cosh t ^ n ≤
      n.factorial / (x / 2) ^ n * Real.exp (x / 2 * Real.cosh t) := by
    rw [div_le_iff₀ (by positivity), mul_pow] at hp
    rw [div_mul_eq_mul_div, le_div_iff₀ (by positivity)]
    linarith
  calc Real.cosh t ^ n * Real.exp (-x * Real.cosh t)
      ≤ (n.factorial / (x / 2) ^ n * Real.exp (x / 2 * Real.cosh t)) *
          Real.exp (-x * Real.cosh t) :=
        mul_le_mul_of_nonneg_right h1 (Real.exp_pos _).le
    _ = n.factorial / (x / 2) ^ n * Real.exp (-(x / 2) * Real.cosh t) := by
        rw [mul_assoc, ← Real.exp_add]
        congr 2
        ring
    _ ≤ n.factorial / (x / 2) ^ n * Real.exp (-(x / 4) * t) := by
        refine mul_le_mul_of_nonneg_left (Real.exp_le_exp.mpr ?_) (by positivity)
        nlinarith [mul_le_mul_of_nonneg_left hc hx.le]
```

The right-hand side is integrable over $t>0$, so every moment converges for $x>0$ by comparison.

```lean
lemma integrand_integrable (n : ℕ) {x : ℝ} (hx : 0 < x) :
    IntegrableOn (fun t => Real.cosh t ^ n * Real.exp (-x * Real.cosh t)) (Ioi 0) := by
  obtain ⟨C, hC⟩ := integrand_bound n hx
  refine Integrable.mono'
    ((exp_neg_integrableOn_Ioi 0 (by positivity : 0 < x / 4)).const_mul C)
    (Continuous.aestronglyMeasurable (by fun_prop)) ?_
  filter_upwards [ae_restrict_mem measurableSet_Ioi] with t ht
  have hc := Real.cosh_pos t
  rw [Real.norm_of_nonneg (by positivity)]
  exact hC t (le_of_lt ht)
```

The integrand is strictly positive at every $t$, and the half-line has positive length, so $M_n(x)>0$. For $n=0$ this is the positivity of $K$.

```lean
lemma moment_pos (n : ℕ) {x : ℝ} (hx : 0 < x) : 0 < moment n x := by
  have hpos : ∀ t : ℝ, 0 < Real.cosh t ^ n * Real.exp (-x * Real.cosh t) :=
    fun t => mul_pos (pow_pos (Real.cosh_pos t) n) (Real.exp_pos _)
  rw [moment, integral_pos_iff_support_of_nonneg (fun t => (hpos t).le)
    (integrand_integrable n hx)]
  have hs : Function.support
      (fun t : ℝ => Real.cosh t ^ n * Real.exp (-x * Real.cosh t)) = univ :=
    eq_univ_of_forall fun t => (hpos t).ne'
  rw [hs]
  simp
```

## Each derivative raises the moment

Differentiating under the integral sign gives

$$M_n'(x)=-M_{n+1}(x).$$

The exchange needs one integrable function that bounds the differentiated integrand for all $y$ near $x$. For $y>x/2$,

$$\cosh^{n+1}t\;e^{-y\cosh t}\le\cosh^{n+1}t\;e^{-\frac x2\cosh t},$$

and the right-hand side is the integrand of $M_{n+1}(x/2)$, which converges. `HasDerivAt` states both that the derivative exists and what it equals.

```lean
/-- For `x > 0`, differentiating a moment in `x` gives minus the next moment. -/
theorem hasDerivAt_moment (n : ℕ) {x : ℝ} (hx : 0 < x) :
    HasDerivAt (moment n) (-moment (n + 1) x) x := by
  -- on the half-line above x/2 the integrand at x/2 dominates
  have h := hasDerivAt_integral_of_dominated_loc_of_deriv_le
    (μ := volume.restrict (Ioi (0 : ℝ))) (x₀ := x) (s := Ioi (x / 2))
    (F := fun y t => Real.cosh t ^ n * Real.exp (-y * Real.cosh t))
    (F' := fun y t => -(Real.cosh t ^ (n + 1) * Real.exp (-y * Real.cosh t)))
    (bound := fun t => Real.cosh t ^ (n + 1) * Real.exp (-(x / 2) * Real.cosh t))
    (Ioi_mem_nhds (half_lt_self hx))
    (Eventually.of_forall fun y => Continuous.aestronglyMeasurable (by fun_prop))
    (integrand_integrable n hx)
    (Continuous.aestronglyMeasurable (by fun_prop))
    (Eventually.of_forall fun t y hy => by
      have hc := Real.cosh_pos t
      have hy' : x / 2 < y := hy
      rw [norm_neg, Real.norm_of_nonneg (by positivity)]
      refine mul_le_mul_of_nonneg_left (Real.exp_le_exp.mpr ?_) (by positivity)
      nlinarith [mul_lt_mul_of_pos_right hy' hc])
    (integrand_integrable (n + 1) (half_pos hx))
    (Eventually.of_forall fun t y _ => by
      have h0 : HasDerivAt (fun z : ℝ => -z * Real.cosh t) (-Real.cosh t) y := by
        simpa using (hasDerivAt_neg' y).mul_const (Real.cosh t)
      exact (h0.exp.const_mul (Real.cosh t ^ n)).congr_deriv (by ring))
  have h2 := h.2
  simp only [integral_neg] at h2
  exact h2
```

## A total derivative gives the differential equation

Using $\sinh^2 t=\cosh^2 t-1$,

$$\frac{d}{dt}\left[\sinh t\,e^{-x\cosh t}\right]=\left[\cosh t-x(\cosh^2t-1)\right]e^{-x\cosh t}.$$

Integrate over $t>0$. The bracket on the left vanishes at $t=0$ because $\sinh 0=0$. It vanishes at infinity because $\sinh t<\cosh t$ and the bound above applies with $n=1$; this is `hlim`. Hence

$$M_1(x)=x\,[M_2(x)-M_0(x)].$$

Since $K'=-M_1$ and $K''=M_2$, this is $K''+K'/x-K=0$.

```lean
/-- Integration by parts links the first three moments for `x > 0`. -/
theorem moment_recurrence {x : ℝ} (hx : 0 < x) :
    moment 1 x = x * (moment 2 x - moment 0 x) := by
  have i0 := integrand_integrable 0 hx
  have i1 := integrand_integrable 1 hx
  have i2 := integrand_integrable 2 hx
  have i20 : IntegrableOn (fun t => x * (Real.cosh t ^ 2 * Real.exp (-x * Real.cosh t) -
      Real.cosh t ^ 0 * Real.exp (-x * Real.cosh t))) (Ioi 0) := (i2.sub i0).const_mul x
  -- the boundary term at infinity vanishes
  have hlim : Tendsto (fun t => Real.sinh t * Real.exp (-x * Real.cosh t)) atTop (𝓝 0) := by
    obtain ⟨C, hC⟩ := integrand_bound 1 hx
    have he : Tendsto (fun t : ℝ => Real.exp (-(x / 4) * t)) atTop (𝓝 0) :=
      Real.tendsto_exp_atBot.comp
        (Filter.Tendsto.const_mul_atTop_of_neg (by linarith) tendsto_id)
    have hCe : Tendsto (fun t : ℝ => C * Real.exp (-(x / 4) * t)) atTop (𝓝 0) := by
      have h0 := he.const_mul C
      rwa [mul_zero] at h0
    refine squeeze_zero_norm' ?_ hCe
    filter_upwards [eventually_ge_atTop (0 : ℝ)] with t ht
    rw [Real.norm_of_nonneg
      (mul_nonneg (Real.sinh_nonneg_iff.mpr ht) (Real.exp_pos _).le)]
    refine le_trans (mul_le_mul_of_nonneg_right (Real.sinh_lt_cosh t).le
      (Real.exp_pos _).le) ?_
    simpa only [pow_one] using hC t ht
  have h := integral_Ioi_of_hasDerivAt_of_tendsto' (a := (0 : ℝ))
    (f := fun t => Real.sinh t * Real.exp (-x * Real.cosh t))
    (f' := fun t => Real.cosh t ^ 1 * Real.exp (-x * Real.cosh t) -
      x * (Real.cosh t ^ 2 * Real.exp (-x * Real.cosh t) -
        Real.cosh t ^ 0 * Real.exp (-x * Real.cosh t)))
    (fun t _ => ((Real.hasDerivAt_sinh t).fun_mul
      (((Real.hasDerivAt_cosh t).const_mul (-x)).exp)).congr_deriv (by
        linear_combination x * Real.exp (-x * Real.cosh t) * Real.cosh_sq t))
    (i1.sub i20) hlim
  rw [integral_sub i1 i20, integral_const_mul, integral_sub i2 i0, Real.sinh_zero,
    zero_mul, sub_zero] at h
  exact sub_eq_zero.mp h
```

## The London equation in physical units

For a constant $c$, the chain rule gives

$$\frac{d}{dr}\left[c\,M_n(r/\ell)\right]=-\frac c\ell\,M_{n+1}(r/\ell).$$

```lean
lemma hasDerivAt_scaled (n : ℕ) (c : ℝ) {ℓ r : ℝ} (hℓ : 0 < ℓ) (hr : 0 < r) :
    HasDerivAt (fun s => c * moment n (s / ℓ)) (-(c / ℓ) * moment (n + 1) (r / ℓ)) r := by
  have h1 : HasDerivAt (fun s : ℝ => s / ℓ) (1 / ℓ) r := (hasDerivAt_id' r).div_const ℓ
  have h2 := HasDerivAt.comp (h := fun s : ℝ => s / ℓ) (h₂ := moment n) r
    (hasDerivAt_moment n (div_pos hr hℓ)) h1
  exact (h2.const_mul c).congr_deriv (by ring)
```

Take $c=\Phi/(2\pi\ell^2)$, so that $B=c\,M_0(r/\ell)$. Two applications give $B'=-(c/\ell)M_1$ and $B''=(c/\ell^2)M_2$, with all moments evaluated at $r/\ell$. Therefore

$$B''+\frac{B'}r=\frac c{\ell^2}\left[M_2-\frac{M_1}{r/\ell}\right]=\frac c{\ell^2}M_0=\frac B{\ell^2}.$$

The second derivative requires the formula for $B'$ in a whole neighbourhood of $r$, which is what `he` supplies. The theorem states differentiability of $B$ and of $B'$ along with the equation.

The equation is established for $r>0$ only. The singular source on the axis, which ties the prefactor to the total flux, is not treated, and neither is the structure of the core, where the London model itself fails.

```lean
/-- Outside the axis, `r > 0`, the field of a vortex is twice differentiable and obeys the
radial London equation `B'' + B'/r = B/ℓ²` with penetration depth `ℓ > 0`. -/
theorem vortexField_london (Φ : ℝ) {ℓ r : ℝ} (hℓ : 0 < ℓ) (hr : 0 < r) :
    DifferentiableAt ℝ (vortexField ℓ Φ) r ∧
    DifferentiableAt ℝ (deriv (vortexField ℓ Φ)) r ∧
    deriv (deriv (vortexField ℓ Φ)) r + deriv (vortexField ℓ Φ) r / r
      = vortexField ℓ Φ r / ℓ ^ 2 := by
  set c := Φ / (2 * π * ℓ ^ 2) with hc
  have hB : vortexField ℓ Φ = fun s => c * moment 0 (s / ℓ) := by
    funext s
    rw [vortexField, londonK_eq]
  have h1 := hasDerivAt_scaled 0 c hℓ hr
  have he : deriv (fun s => c * moment 0 (s / ℓ)) =ᶠ[𝓝 r]
      fun s => -(c / ℓ) * moment 1 (s / ℓ) := by
    filter_upwards [Ioi_mem_nhds hr] with s hs
    exact (hasDerivAt_scaled 0 c hℓ hs).deriv
  have h2 := (hasDerivAt_scaled 1 (-(c / ℓ)) hℓ hr).congr_of_eventuallyEq he
  rw [hB]
  refine ⟨h1.differentiableAt, h2.differentiableAt, ?_⟩
  rw [h2.deriv, h1.deriv]
  have hrec := moment_recurrence (div_pos hr hℓ)
  norm_num only [zero_add, Nat.reduceAdd]
  rw [hrec]
  field_simp
  ring
```

The statement about $K$ is the special case $\ell=1$, $\Phi=2\pi$, for which the prefactor is 1. Strict decrease, written `StrictAntiOn londonK (Ioi 0)`, follows from $K'=-M_1<0$.

```lean
/-- On `x > 0` the London profile is positive, strictly decreasing and twice differentiable,
and satisfies `K'' + K'/x - K = 0`. -/
theorem londonK_main :
    (∀ x, 0 < x → 0 < londonK x) ∧ StrictAntiOn londonK (Ioi 0) ∧
    ∀ x, 0 < x → DifferentiableAt ℝ londonK x ∧ DifferentiableAt ℝ (deriv londonK) x ∧
      deriv (deriv londonK) x + deriv londonK x / x - londonK x = 0 := by
  rw [londonK_eq]
  refine ⟨fun x hx => moment_pos 0 hx, ?_, fun x hx => ?_⟩
  · refine strictAntiOn_of_deriv_neg (convex_Ioi 0)
      (fun x hx => (hasDerivAt_moment 0 hx).continuousAt.continuousWithinAt) fun x hx => ?_
    rw [interior_Ioi] at hx
    rw [(hasDerivAt_moment 0 hx).deriv]
    exact neg_neg_of_pos (moment_pos 1 hx)
  · -- a vortex with ℓ = 1 and Φ = 2π has exactly the profile K
    have hB : vortexField 1 (2 * π) = moment 0 := by
      funext s
      have hpi : 2 * π ≠ 0 := by positivity
      rw [vortexField, londonK_eq, one_pow, mul_one, div_self hpi, one_mul, div_one]
    have h := vortexField_london (2 * π) one_pos hx
    rw [hB] at h
    refine ⟨h.1, h.2.1, ?_⟩
    have h3 := h.2.2
    rw [one_pow, div_one] at h3
    exact sub_eq_zero.mpr h3
```

## Exponential screening

For $a\ge0$, $\cosh t\ge1$ implies $e^{-(x+a)\cosh t}\le e^{-a}e^{-x\cosh t}$. Integrating over $t$ gives

$$K(x+a)\le e^{-a}K(x).$$

Moving outward by $a$ penetration depths reduces the field at least by the factor $e^{-a}$.

```lean
/-- Screening: moving outward by `a ≥ 0` penetration depths from `x > 0` reduces the London
profile at least by the factor `exp (-a)`. -/
theorem londonK_screening {x a : ℝ} (hx : 0 < x) (ha : 0 ≤ a) :
    londonK (x + a) ≤ Real.exp (-a) * londonK x := by
  have hi : ∀ y : ℝ, 0 < y →
      IntegrableOn (fun t => Real.exp (-y * Real.cosh t)) (Ioi 0) := fun y hy => by
    simpa only [pow_zero, one_mul] using integrand_integrable 0 hy
  rw [londonK, londonK, ← integral_const_mul]
  refine integral_mono (hi _ (by linarith)) ((hi x hx).const_mul _) fun t => ?_
  show Real.exp (-(x + a) * Real.cosh t) ≤ Real.exp (-a) * Real.exp (-x * Real.cosh t)
  rw [← Real.exp_add]
  refine Real.exp_le_exp.mpr ?_
  nlinarith [mul_le_mul_of_nonneg_left (Real.one_le_cosh t) ha]
```

## The sign of the force

Written out, the energy is $U(r)=\dfrac{\Phi_1\Phi_2}{2\pi\mu_0\ell^2}M_0(r/\ell)$, so the radial force per unit length is

$$-U'(r)=\frac{\Phi_1\Phi_2}{2\pi\mu_0\ell^3}\,M_1(r/\ell).$$

```lean
/-- The slope of the interaction energy at separation `r > 0`, for penetration depth `ℓ > 0`, is
minus the product of the fluxes times `moment 1 (r / ℓ)` over `2π μ₀ ℓ³`, with `μ₀ > 0`. -/
theorem hasDerivAt_interactionEnergy (Φ₁ Φ₂ : ℝ) {μ₀ ℓ r : ℝ} (hμ : 0 < μ₀) (hℓ : 0 < ℓ)
    (hr : 0 < r) :
    HasDerivAt (interactionEnergy μ₀ ℓ Φ₁ Φ₂)
      (-(Φ₁ * Φ₂ * (moment 1 (r / ℓ) / (2 * π * μ₀ * ℓ ^ 3)))) r := by
  have hU : interactionEnergy μ₀ ℓ Φ₁ Φ₂ =
      fun s => Φ₁ * Φ₂ / (2 * π * ℓ ^ 2 * μ₀) * moment 0 (s / ℓ) := by
    funext s
    rw [interactionEnergy, vortexField, londonK_eq]
    field_simp
  rw [hU]
  refine (hasDerivAt_scaled 0 _ hℓ hr).congr_deriv ?_
  norm_num only [zero_add]
  field_simp
```

The factor multiplying $\Phi_1\Phi_2$ is positive, because $M_1>0$ and $\mu_0,\ell>0$. A positive $-U'(r)$ pushes the vortices apart, so they repel exactly when $\Phi_1\Phi_2>0$. Opposite fluxes make the same expression negative and the vortices attract; if either flux is zero there is no force.

The result concerns two infinitely long, straight, parallel vortices in the London model of a bulk superconductor with the same penetration depth in all directions. Overlapping cores, where the order parameter varies, can change the interaction and are not described.

```lean
/-- For `μ₀, ℓ, r > 0` the force between two parallel vortices, minus the slope of their
interaction energy, is repulsive exactly when their fluxes have the same sign. -/
theorem repulsive_iff (Φ₁ Φ₂ : ℝ) {μ₀ ℓ r : ℝ} (hμ : 0 < μ₀) (hℓ : 0 < ℓ) (hr : 0 < r) :
    0 < -deriv (interactionEnergy μ₀ ℓ Φ₁ Φ₂) r ↔ 0 < Φ₁ * Φ₂ := by
  have hM := moment_pos 1 (div_pos hr hℓ)
  have hk : 0 < moment 1 (r / ℓ) / (2 * π * μ₀ * ℓ ^ 3) := by positivity
  rw [(hasDerivAt_interactionEnergy Φ₁ Φ₂ hμ hℓ hr).deriv, neg_neg]
  exact mul_pos_iff_of_pos_right hk

end

end LondonVortex
```

```lean
#print axioms LondonVortex.londonK_main
#print axioms LondonVortex.londonK_screening
#print axioms LondonVortex.repulsive_iff
```

```
'LondonVortex.londonK_main' depends on axioms: [propext, Classical.choice, Quot.sound]
'LondonVortex.londonK_screening' depends on axioms: [propext, Classical.choice, Quot.sound]
'LondonVortex.repulsive_iff' depends on axioms: [propext, Classical.choice, Quot.sound]
```

## The force is screened as well

If a simulation cuts off the pair force at some distance, the size of the neglected force is governed by the decay of $M_1$. The screening argument carries over: multiply the pointwise inequality by $\cosh t>0$ before integrating, and

$$M_1(x+a)\le e^{-a}M_1(x).$$

This short derivation is an addition to the checked theorems. It shows that, within the same two-vortex model, the magnitude of the force also falls at least by the factor $e^{-a}$ when the separation grows by $a$ penetration depths.
